# In a positive semidefinite linear OEP iteration with a small enough step, noise grows at most linearly

Take a potential with a single coefficient v, and let A be multiplication by a number μ ≥ 0. Starting from v = 0, repeat v ↦ v + c(b − μv) with c > 0. An error e in b puts ce into v at the first step. The second step turns this into (1 − cμ)ce and adds another ce. If μ = 0, the two contributions add in full. If 0 < cμ ≤ 2, the old one is shrunk or changes sign, but never grows.

## The iteration in an exchange calculation

For a closed shell with real, frozen orbitals (i occupied, a virtual, ε_a > ε_i), expand the exchange potential in orthonormal functions g_p. With K the nonlocal exchange operator, including the minus sign with which exchange enters the Fock operator, the optimized effective potential (OEP) equation becomes Av = b, where

A_pq = 4 Σ_ia ⟨i|g_p|a⟩⟨a|g_q|i⟩ / (ε_a − ε_i)

b_p = 4 Σ_ia ⟨i|g_p|a⟩⟨a|K|i⟩ / (ε_a − ε_i)

Each step costs one product Av. Eigenvectors of A whose potentials barely couple occupied to virtual orbitals have eigenvalues near zero, and a constant potential, if the g_p can represent it, has eigenvalue exactly zero.

In the code, `E` is the real inner product space of potentials and `A` a linear operator on it. Where needed, `E` is finite-dimensional, `hA` and `hpos` make `A` symmetric positive semidefinite, and `hl` makes `l` its largest eigenvalue. The step condition is written `c * l ≤ 2`, which includes 0 < c ≤ 2/l when l > 0. The operator is fixed and free of error, so orbital updates and noise in A are left out, as is the distance from v_k to a solution.

In Lean 4 with Mathlib:

```lean
import Mathlib

open scoped InnerProductSpace
open Filter

namespace OEPEarlyStopping

variable {E : Type*} [NormedAddCommGroup E] [InnerProductSpace ℝ E]
```

Write v_k[b] for `oepIter A c b k`, the potential after k steps with right-hand side b.

```lean
/-- The potential after `k` steps of `v ↦ v + c (b - A v)`, started from the zero potential. -/
def oepIter (A : E →ₗ[ℝ] E) (c : ℝ) (b : E) : ℕ → E
  | 0 => 0
  | k + 1 => oepIter A c b k + c • (b - A (oepIter A c b k))
```

## (a) Old potential and new source

Separate what a step does to the old potential from what it adds:

v_(k+1)[b] = (v_k[b] − cAv_k[b]) + cb

Solution. Expand c(b − Av_k[b]) and regroup; `module` does this.

```lean
/-- One step applies `1 - c A` to the current potential and then adds `c b`. -/
theorem oepIter_succ_eq (A : E →ₗ[ℝ] E) (c : ℝ) (b : E) (k : ℕ) :
    oepIter A c b (k + 1)
      = (oepIter A c b k - c • A (oepIter A c b k)) + c • b := by
  simp only [oepIter]
  module
```

## (b) The error drives its own iteration

Show that the change caused by e does not depend on b:

v_k[b + e] − v_k[b] = v_k[e]

Solution. We show v_k[b + e] = v_k[b] + v_k[e] by induction. At k = 0 every term is zero. If it holds at k, linearity of A gives

v_(k+1)[b + e] = v_k[b] + c(b − Av_k[b]) + v_k[e] + c(e − Av_k[e]),

which is v_(k+1)[b] + v_(k+1)[e].

```lean
/-- The change of the potential caused by an error `e` in the right-hand side is the
same iteration driven by `e` alone. -/
theorem noise_propagation (A : E →ₗ[ℝ] E) (c : ℝ) (b e : E) (k : ℕ) :
    oepIter A c (b + e) k - oepIter A c b k = oepIter A c e k := by
  have h : oepIter A c (b + e) k = oepIter A c b k + oepIter A c e k := by
    induction k with
    | zero => simp [oepIter]
    | succ k ih =>
      simp only [oepIter, ih, map_add]
      module
  rw [h, add_sub_cancel_left]
```

## (c) An inequality from the spectrum

Show that

‖Ax‖² ≤ l⟨Ax, x⟩

Solution. Take orthonormal eigenvectors u_i with eigenvalues 0 ≤ μ_i ≤ l, and set x_i = ⟨u_i, x⟩. Then

‖Ax‖² = Σ_i μ_i² x_i² ≤ l Σ_i μ_i x_i² = l⟨Ax, x⟩.

In the code `coef` supplies the components of Ax, and the final `nlinarith` uses μ_i(l − μ_i)x_i² ≥ 0.

```lean
/-- For a symmetric positive semidefinite `A` with largest eigenvalue `l`,
`‖A x‖² ≤ l ⟨A x, x⟩`. -/
theorem norm_sq_apply_le [FiniteDimensional ℝ E] {A : E →ₗ[ℝ] E} {l : ℝ}
    (hA : A.IsSymmetric) (hpos : ∀ x, 0 ≤ ⟪A x, x⟫_ℝ)
    (hl : IsGreatest {μ : ℝ | Module.End.HasEigenvalue A μ} l) (x : E) :
    ‖A x‖ ^ 2 ≤ l * ⟪A x, x⟫_ℝ := by
  have hn : Module.finrank ℝ E = Module.finrank ℝ E := rfl
  let u := hA.eigenvectorBasis hn
  let μ := hA.eigenvalues hn
  have key : ∀ i, A (u i) = μ i • u i := fun i => hA.apply_eigenvectorBasis hn i
  have coef : ∀ i, ⟪u i, A x⟫_ℝ = μ i * ⟪u i, x⟫_ℝ := fun i => by
    rw [← hA (u i) x, key i, real_inner_smul_left]
  have hμl : ∀ i, μ i ≤ l := fun i => hl.2 (hA.hasEigenvalue_eigenvalues hn i)
  have hμ0 : ∀ i, 0 ≤ μ i := fun i => by
    have h := hpos (u i)
    rw [key i, real_inner_smul_left, real_inner_self_eq_norm_sq, u.orthonormal.1 i] at h
    linarith
  -- compare the two sides mode by mode
  rw [← real_inner_self_eq_norm_sq, ← u.sum_inner_mul_inner (A x) (A x),
    ← u.sum_inner_mul_inner (A x) x, Finset.mul_sum]
  apply Finset.sum_le_sum
  intro i _
  rw [real_inner_comm (u i) (A x), coef i]
  nlinarith [mul_nonneg (mul_nonneg (hμ0 i) (sub_nonneg.2 (hμl i)))
    (sq_nonneg ⟪u i, x⟫_ℝ)]
```

## (d) Old noise is not amplified

For c ≥ 0 and cl ≤ 2, show that

‖x − cAx‖ ≤ ‖x‖

Solution. Expand the square and use (c):

‖x − cAx‖² = ‖x‖² − 2c⟨Ax, x⟩ + c²‖Ax‖² ≤ ‖x‖² − c(2 − cl)⟨Ax, x⟩ ≤ ‖x‖².

```lean
/-- For a symmetric positive semidefinite `A` with largest eigenvalue `l`, and `c ≥ 0` with
`c l ≤ 2`, the map `x ↦ x - c A x` does not increase the norm. -/
theorem step_nonexpansive [FiniteDimensional ℝ E] {A : E →ₗ[ℝ] E} {l c : ℝ}
    (hA : A.IsSymmetric) (hpos : ∀ x, 0 ≤ ⟪A x, x⟫_ℝ)
    (hl : IsGreatest {μ : ℝ | Module.End.HasEigenvalue A μ} l)
    (hc : 0 ≤ c) (hcl : c * l ≤ 2) (x : E) :
    ‖x - c • A x‖ ≤ ‖x‖ := by
  have h := norm_sq_apply_le hA hpos hl x
  apply (sq_le_sq₀ (norm_nonneg _) (norm_nonneg _)).1
  rw [norm_sub_sq_real, real_inner_smul_right, norm_smul, mul_pow, Real.norm_eq_abs,
    sq_abs, real_inner_comm (A x) x]
  nlinarith [mul_le_mul_of_nonneg_left h (sq_nonneg c),
    mul_nonneg (mul_nonneg hc (hpos x)) (sub_nonneg.2 hcl)]
```

## (e) The bound after k steps

Under the same conditions, show that

‖v_k[b + e] − v_k[b]‖ ≤ kc‖e‖

Solution. By (b) the change is d_k = v_k[e], with d_0 = 0. By (a), the triangle inequality (`h1`) and (d) (`h2`),

‖d_(k+1)‖ ≤ ‖d_k − cAd_k‖ + c‖e‖ ≤ ‖d_k‖ + c‖e‖,

and induction gives the bound.

```lean
/-- For a symmetric positive semidefinite `A` with largest eigenvalue `l`, and `c ≥ 0` with
`c l ≤ 2`, an error `e` in the right-hand side changes the potential after `k` steps by at most
`k c ‖e‖`. -/
theorem noise_bound [FiniteDimensional ℝ E] {A : E →ₗ[ℝ] E} {l c : ℝ}
    (hA : A.IsSymmetric) (hpos : ∀ x, 0 ≤ ⟪A x, x⟫_ℝ)
    (hl : IsGreatest {μ : ℝ | Module.End.HasEigenvalue A μ} l)
    (hc : 0 ≤ c) (hcl : c * l ≤ 2) (b e : E) (k : ℕ) :
    ‖oepIter A c (b + e) k - oepIter A c b k‖ ≤ k * c * ‖e‖ := by
  rw [noise_propagation]
  induction k with
  | zero => simp [oepIter]
  | succ k ih =>
    -- old noise is not amplified, and each step adds at most `c ‖e‖`
    have h1 := norm_add_le (oepIter A c e k - c • A (oepIter A c e k)) (c • e)
    have h2 := step_nonexpansive hA hpos hl hc hcl (oepIter A c e k)
    rw [norm_smul, Real.norm_of_nonneg hc] at h1
    rw [oepIter_succ_eq]
    push_cast
    linarith
```

## (f) Noise along one eigenvector

If Ae = μe, show that

v_k[b + e] − v_k[b] = c (Σ_(j=0)^(k−1) (1 − cμ)^j) e

Solution. Call the sum S_k. Then S_0 = 0, and (a) multiplies the old coefficient by 1 − cμ and adds c, matching S_(k+1) = (1 − cμ)S_k + 1.

For example, let A = diag(1, 0), c = 1, k = 3 and e = (0.03, 0.04). The sums are 1 and 3, so the potential changes by (0.03, 0.12), of norm about 0.124. The bound in (e) is 3 · 0.05 = 0.15.

```lean
/-- An error along an eigenvector of `A` with eigenvalue `μ` enters the potential after `k`
steps multiplied by `c` times the geometric sum of the powers of `1 - c μ`. -/
theorem noise_eigenmode (A : E →ₗ[ℝ] E) (c : ℝ) (b : E) {e : E} {μ : ℝ}
    (he : A e = μ • e) (k : ℕ) :
    oepIter A c (b + e) k - oepIter A c b k
      = (c * ∑ j ∈ Finset.range k, (1 - c * μ) ^ j) • e := by
  rw [noise_propagation]
  induction k with
  | zero => simp [oepIter]
  | succ k ih =>
    rw [oepIter_succ_eq, ih, map_smul, he, geom_sum_succ]
    module
```

## (g) When the bound is reached

For c > 0, cl ≤ 2 and k ≥ 2, show that

‖v_k[b + e] − v_k[b]‖ = kc‖e‖ ⇔ Ae = 0

Solution. If Ae = 0, then (f) with μ = 0 gives d_k = kce.

Conversely, equality at step k + 1 gives (k + 1)c‖e‖ ≤ ‖d_k‖ + c‖e‖, so with (e) equality holds at step k too. Descend to k = 2. With w = e − cAe we have d_2 = c(w + e), hence ‖w + e‖ = 2‖e‖. The parallelogram law and (d) give

‖w − e‖² = 2‖w‖² + 2‖e‖² − 4‖e‖² ≤ 0.

So w = e and Ae = 0. At k = 0 and k = 1 equality holds for every e.

```lean
/-- For a symmetric positive semidefinite `A` with largest eigenvalue `l`, `c > 0` with
`c l ≤ 2`, and at least two steps, the noise reaches `k c ‖e‖` exactly when `A e = 0`. -/
theorem noise_eq_iff [FiniteDimensional ℝ E] {A : E →ₗ[ℝ] E} {l c : ℝ}
    (hA : A.IsSymmetric) (hpos : ∀ x, 0 ≤ ⟪A x, x⟫_ℝ)
    (hl : IsGreatest {μ : ℝ | Module.End.HasEigenvalue A μ} l)
    (hc : 0 < c) (hcl : c * l ≤ 2) (b e : E) {k : ℕ} (hk : 2 ≤ k) :
    ‖oepIter A c (b + e) k - oepIter A c b k‖ = k * c * ‖e‖ ↔ A e = 0 := by
  constructor
  · rw [noise_propagation]
    induction k, hk using Nat.le_induction with
    | base =>
      intro h
      have h2 : oepIter A c e 2 = c • ((e - c • A e) + e) := by
        change (0 + c • (e - A 0)) + c • (e - A (0 + c • (e - A 0))) = _
        simp only [map_zero, sub_zero, zero_add, map_smul]
        module
      rw [h2, norm_smul, Real.norm_of_nonneg hc.le] at h
      push_cast at h
      have h3 : ‖(e - c • A e) + e‖ = 2 * ‖e‖ :=
        mul_left_cancel₀ hc.ne' (by linarith)
      -- the parallelogram law forces `e - c A e = e`
      have hp := parallelogram_law_with_norm ℝ (e - c • A e) e
      have hw := step_nonexpansive hA hpos hl hc.le hcl e
      rw [h3] at hp
      have h4 : ‖(e - c • A e) - e‖ * ‖(e - c • A e) - e‖ ≤ 0 := by
        nlinarith [mul_self_le_mul_self (norm_nonneg (e - c • A e)) hw]
      have h5 : (e - c • A e) - e = 0 :=
        norm_eq_zero.1 (mul_self_eq_zero.1 (le_antisymm h4 (mul_self_nonneg _)))
      have h6 : c • A e = -((e - c • A e) - e) := by module
      have h7 : c • A e = 0 := by
        rw [h5, neg_zero] at h6
        exact h6
      exact (smul_eq_zero.1 h7).resolve_left hc.ne'
    | succ k hk ih =>
      intro h
      -- equality at step `k + 1` forces equality at step `k`
      apply ih
      have hb := noise_bound hA hpos hl hc.le hcl b e k
      rw [noise_propagation] at hb
      have h1 := norm_add_le (oepIter A c e k - c • A (oepIter A c e k)) (c • e)
      have h2 := step_nonexpansive hA hpos hl hc.le hcl (oepIter A c e k)
      rw [norm_smul, Real.norm_of_nonneg hc.le] at h1
      rw [oepIter_succ_eq] at h
      push_cast at h
      exact le_antisymm hb (by linarith)
  · intro he
    have h0 : A e = (0 : ℝ) • e := by rw [he, zero_smul]
    have hs : c * ∑ j ∈ Finset.range k, (1 - c * 0) ^ j = k * c := by
      simp [mul_comm]
    rw [noise_eigenmode A c b h0 k, hs, norm_smul, Real.norm_of_nonneg (by positivity)]
```

## (h) Too large a step

Let c > 0, Ae = μe with e ≠ 0, and cμ > 2. Show that for some k

‖v_k[b + e] − v_k[b]‖ > kc‖e‖

Solution. Put r = cμ − 1 > 1. For odd k the sum in (f) is

Σ_(j=0)^(k−1) (−r)^j = (1 + r^k)/(1 + r).

This exceeds k once r^k > (r + 1)k, which holds for every large enough odd k. The code takes k = 2N + 1.

```lean
/-- The step condition is sharp: if `c > 0` and `c μ > 2` for an eigenvalue `μ` of `A`, an
error along its eigenvector exceeds the bound `k c ‖e‖` at some step `k`. -/
theorem noise_bound_fails (A : E →ₗ[ℝ] E) {c μ : ℝ} (b : E) {e : E}
    (hc : 0 < c) (hμ : 2 < c * μ) (he : A e = μ • e) (he0 : e ≠ 0) :
    ∃ k : ℕ, k * c * ‖e‖ < ‖oepIter A c (b + e) k - oepIter A c b k‖ := by
  obtain ⟨r, hr⟩ : ∃ r, r = c * μ - 1 := ⟨_, rfl⟩
  have hr1 : 1 < r := by linarith
  have hr0 : 0 < r := by linarith
  -- exponential growth overtakes linear growth at some odd step
  have hev := (tendsto_pow_const_div_const_pow_of_one_lt 1 hr1).eventually_lt_const
    (by positivity : (0 : ℝ) < 1 / (r + 1))
  obtain ⟨N, hN⟩ := eventually_atTop.1 hev
  have h1 : ((2 * N + 1 : ℕ) : ℝ) ^ 1 / r ^ (2 * N + 1) < 1 / (r + 1) :=
    hN _ (by omega)
  rw [pow_one, div_lt_div_iff₀ (by positivity) (by positivity)] at h1
  refine ⟨2 * N + 1, ?_⟩
  have hq : 1 - c * μ = -r := by linarith
  have hg := mul_neg_geom_sum (-r) (2 * N + 1)
  rw [Odd.neg_pow ⟨N, rfl⟩] at hg
  rw [noise_eigenmode A c b he, hq, norm_smul, Real.norm_eq_abs]
  have hS : ((2 * N + 1 : ℕ) : ℝ) < ∑ j ∈ Finset.range (2 * N + 1), (-r) ^ j := by
    refine lt_of_mul_lt_mul_left (a := r + 1) ?_ (by positivity)
    linarith
  refine mul_lt_mul_of_pos_right (lt_of_lt_of_le ?_ (le_abs_self _)) (norm_pos_iff.2 he0)
  rw [mul_comm]
  exact mul_lt_mul_of_pos_left hS hc

end OEPEarlyStopping
```

```lean
#print axioms OEPEarlyStopping.noise_eq_iff
#print axioms OEPEarlyStopping.noise_bound_fails
```

```
'OEPEarlyStopping.noise_eq_iff' depends on axioms: [propext, Classical.choice, Quot.sound]
'OEPEarlyStopping.noise_bound_fails' depends on axioms: [propext, Classical.choice, Quot.sound]
```
